# Fragment populations and their spreads bound the overlap of two diabatic states

Two constrained calculations, one with the transferring electron held on the donor and one with it held on the acceptor, give two states that need not be orthogonal. If their overlap is neglected because their mean populations differ, the two-state energies built from them are in general wrong. The neglected overlap can be large: an electron on two sites, with first-site population 0.8 in one state and 0.2 in the other, can have an overlap of 0.8 between the two. The means say too little; the fluctuation of the population in each state matters as well.

Let C be the Hermitian operator that counts the electrons on a fragment, and let a and b be unit vectors. Write

p = ⟨a, Ca⟩, q = ⟨b, Cb⟩, S = ⟨a, b⟩,

s = ‖Ca − pa‖, t = ‖Cb − qb‖.

The numbers s and t are the standard deviations of the population in the two states. The claim is

|p − q| |S| ≤ (s + t) √(1 − |S|²).

Since the root is at most 1, this contains the simpler bound |p − q| |S| ≤ s + t. States whose populations differ by much more than the sum of their spreads are therefore nearly orthogonal.

## From residuals to the overlap

The inner product is linear in its second argument and conjugate-linear in its first. Because C is Hermitian, ⟨a, Ca⟩ equals its own conjugate, so p is real. The residual Ca − pa is orthogonal to a:

⟨a, Ca − pa⟩ = p − p⟨a, a⟩ = 0.

In the same way, Cb − qb is orthogonal to b. Next, expand the difference of two matrix elements of the residuals:

⟨a, Cb − qb⟩ − ⟨Ca − pa, b⟩ = ⟨a, Cb⟩ − qS − ⟨Ca, b⟩ + pS = (p − q)S.

The two terms with C cancel because C is Hermitian.

Now let r be any vector orthogonal to a. Subtracting from b its component along a does not change the inner product with r, so ⟨r, b⟩ = ⟨r, b − Sa⟩. The remaining part of b has squared length

‖b − Sa‖² = 1 − 2|S|² + |S|² = 1 − |S|².

The Cauchy–Schwarz inequality gives

|⟨r, b⟩| ≤ ‖r‖ √(1 − |S|²).

With r = Ca − pa, the second matrix element is at most s √(1 − |S|²). With the roles of a and b exchanged, the first is at most t √(1 − |S|²). The triangle inequality gives the claim.

Squaring it and collecting |S|² on the left gives, for p ≠ q,

|S|² ≤ (s + t)² / ((p − q)² + (s + t)²).

If both spreads vanish, a and b are eigenvectors of C, and the bound reduces to the orthogonality of eigenvectors with different eigenvalues. In a one-dimensional space |S| = 1, p = q and s = t = 0, so both sides of the main inequality are zero.

## Two sites, where equality holds

Let C be the occupation of the first site and let a = (cos α, sin α), b = (cos β, sin β), with both angles between 0 and π/2. Then p = cos²α, and the residual is

Ca − pa = cos α sin α (sin α, −cos α),

so s = cos α sin α. The same formulas hold for b with β, and S = cos(α − β). The addition theorems give

p − q = −sin(α + β) sin(α − β),

s + t = sin(α + β) cos(α − β).

As √(1 − S²) = |sin(α − β)|, both sides of the main inequality equal sin(α + β) |sin(α − β)| cos(α − β).

For the populations 0.8 and 0.2 of the opening, each spread is √(0.8 · 0.2) = 0.4 and the overlap is 2 · 0.4 = 0.8. The left side is 0.6 · 0.8 = 0.48, and the right side is 0.8 · 0.6 = 0.48. The simpler bound gives only 0.48 ≤ 0.8.

## Charge operator, population and spread in Lean

```lean
import Mathlib

open scoped InnerProductSpace
open Matrix

namespace DiabaticOverlap

noncomputable section

variable {E : Type*} [NormedAddCommGroup E] [InnerProductSpace ℂ E]
```

The states live in a complex inner product space `E` of any dimension. The charge operator will be a linear map defined on all of `E`, which suits a finite basis or a bounded fragment weight at fixed electron number.

```lean
/-- The population of the state `a`: the real part of the expectation value `⟨a, C a⟩`
of the charge operator `C`. -/
def population (C : E →ₗ[ℂ] E) (a : E) : ℝ := (⟪a, C a⟫_ℂ).re
```

`population C a` is p. Taking the real part makes it a real number by definition; for a symmetric operator nothing is lost.

```lean
/-- The spread of the charge `C` in the state `a`: the norm of `C a - p a`, where `p` is the
population of `a`. -/
def spread (C : E →ₗ[ℂ] E) (a : E) : ℝ := ‖C a - (population C a : ℂ) • a‖
```

`spread C a` is s. Both definitions accept any vector, but they have the physical meaning given above only for unit vectors. "Charge" here means an electron count. Changing its sign or adding a nuclear constant alters neither |p − q| nor the spreads.

The hypothesis `C.IsSymmetric` in the theorems below says that ⟨Cx, y⟩ = ⟨x, Cy⟩ for all x and y, and `‖a‖ = 1` is normalisation. Nothing is assumed about how a and b were obtained. In constrained density-functional practice they are usually Kohn–Sham determinants. The bound applies to these as vectors, but the step from them to the interacting diabatic states is an approximation that the hypotheses do not supply: when the population is the integral of the density with a real-space weight, equal densities fix equal populations, but not equal spreads or overlaps.

## The residual lemmas

```lean
/-- For a symmetric charge operator and a unit vector `a`, the residual `C a - p a` is
orthogonal to `a`. -/
theorem residual_orthogonal {C : E →ₗ[ℂ] E} (hC : C.IsSymmetric) {a : E} (ha : ‖a‖ = 1) :
    ⟪a, C a - (population C a : ℂ) • a⟫_ℂ = 0 := by
  -- the expectation value of a symmetric operator is real
  have hp : (population C a : ℂ) = ⟪a, C a⟫_ℂ :=
    Complex.conj_eq_iff_re.mp (by rw [inner_conj_symm]; exact hC a a)
  rw [inner_sub_right, inner_smul_right, hp, inner_self_eq_norm_sq_to_K, ha]
  simp
```

The line for `hp` shows that the expectation value is real, by the conjugation argument above. The rewriting then expands the inner product and uses the unit norm.

```lean
/-- For a symmetric charge operator, the population difference times the overlap equals a
difference of two matrix elements of the residuals. -/
theorem population_difference_mul_overlap {C : E →ₗ[ℂ] E} (hC : C.IsSymmetric) (a b : E) :
    ((population C a : ℂ) - (population C b : ℂ)) * ⟪a, b⟫_ℂ =
      ⟪a, C b - (population C b : ℂ) • b⟫_ℂ - ⟪C a - (population C a : ℂ) • a, b⟫_ℂ := by
  rw [inner_sub_right, inner_sub_left, inner_smul_right, inner_smul_left, hC a b,
    Complex.conj_ofReal]
  ring
```

This is the identity for (p − q)S. It holds without normalisation. The term `hC a b` moves C across the inner product, and `ring` does the cancellation.

```lean
/-- If `a` and `b` are unit vectors and `r` is orthogonal to `a`, then `|⟨r, b⟩|` is at most
`‖r‖` times `√(1 - |⟨a, b⟩|²)`. -/
theorem norm_inner_le_of_orthogonal {a b r : E} (ha : ‖a‖ = 1) (hb : ‖b‖ = 1)
    (hr : ⟪a, r⟫_ℂ = 0) :
    ‖⟪r, b⟫_ℂ‖ ≤ ‖r‖ * √(1 - ‖⟪a, b⟫_ℂ‖ ^ 2) := by
  have h : ⟪b, ⟪a, b⟫_ℂ • a⟫_ℂ = ((‖⟪a, b⟫_ℂ‖ ^ 2 : ℝ) : ℂ) := by
    rw [inner_smul_right, ← inner_conj_symm b a, Complex.mul_conj, Complex.normSq_eq_norm_sq]
  have hre : RCLike.re ((‖⟪a, b⟫_ℂ‖ ^ 2 : ℝ) : ℂ) = ‖⟪a, b⟫_ℂ‖ ^ 2 := Complex.ofReal_re _
  -- squared length of the part of `b` orthogonal to `a`
  have hd : ‖b - ⟪a, b⟫_ℂ • a‖ ^ 2 = 1 - ‖⟪a, b⟫_ℂ‖ ^ 2 := by
    rw [norm_sub_sq (𝕜 := ℂ), h, hre, norm_smul, ha, hb]
    ring
  calc ‖⟪r, b⟫_ℂ‖ = ‖⟪r, b - ⟪a, b⟫_ℂ • a⟫_ℂ‖ := by
        rw [inner_sub_right, inner_smul_right, inner_eq_zero_symm.mp hr, mul_zero, sub_zero]
    _ ≤ ‖r‖ * ‖b - ⟪a, b⟫_ℂ • a‖ := norm_inner_le_norm _ _
    _ = ‖r‖ * √(1 - ‖⟪a, b⟫_ℂ‖ ^ 2) := by rw [← hd, Real.sqrt_sq (norm_nonneg _)]
```

Here `hd` computes the squared length of b − Sa, with `h` supplying the cross term. The `calc` chain first replaces b by b − Sa, then applies Cauchy–Schwarz, and finally writes the length as a square root.

## The bounds on the overlap

```lean
/-- For a symmetric charge operator and two unit vectors with overlap `S`, the population
difference times `|S|` is at most the sum of the spreads times `√(1 - |S|²)`. -/
theorem overlap_bound {C : E →ₗ[ℂ] E} (hC : C.IsSymmetric) {a b : E}
    (ha : ‖a‖ = 1) (hb : ‖b‖ = 1) :
    |population C a - population C b| * ‖⟪a, b⟫_ℂ‖ ≤
      (spread C a + spread C b) * √(1 - ‖⟪a, b⟫_ℂ‖ ^ 2) := by
  have h1 : ‖⟪C a - (population C a : ℂ) • a, b⟫_ℂ‖ ≤
      spread C a * √(1 - ‖⟪a, b⟫_ℂ‖ ^ 2) :=
    norm_inner_le_of_orthogonal ha hb (residual_orthogonal hC ha)
  have h2 : ‖⟪a, C b - (population C b : ℂ) • b⟫_ℂ‖ ≤
      spread C b * √(1 - ‖⟪a, b⟫_ℂ‖ ^ 2) := by
    rw [norm_inner_symm a (C b - (population C b : ℂ) • b), norm_inner_symm a b]
    exact norm_inner_le_of_orthogonal hb ha (residual_orthogonal hC hb)
  calc |population C a - population C b| * ‖⟪a, b⟫_ℂ‖
      = ‖((population C a : ℂ) - (population C b : ℂ)) * ⟪a, b⟫_ℂ‖ := by
        rw [norm_mul, ← Complex.ofReal_sub, Complex.norm_real, Real.norm_eq_abs]
    _ ≤ ‖⟪a, C b - (population C b : ℂ) • b⟫_ℂ‖ +
          ‖⟪C a - (population C a : ℂ) • a, b⟫_ℂ‖ := by
        rw [population_difference_mul_overlap hC]
        exact norm_sub_le _ _
    _ ≤ (spread C a + spread C b) * √(1 - ‖⟪a, b⟫_ℂ‖ ^ 2) := by linarith
```

The statement is the main inequality, with `‖⟪a, b⟫_ℂ‖` for |S|. The facts `h1` and `h2` bound the two matrix elements; `h2` first swaps the arguments, so that the previous lemma applies with a and b exchanged. The `calc` chain inserts the identity for (p − q)S and uses the triangle inequality.

```lean
/-- For a finite Hermitian charge matrix and two unit vectors, the population difference times
the modulus of the overlap is at most the sum of the spreads. -/
theorem hermitian_matrix_overlap_bound {n : Type*} [Fintype n] [DecidableEq n]
    {C : Matrix n n ℂ} (hC : C.IsHermitian) {a b : EuclideanSpace ℂ n}
    (ha : ‖a‖ = 1) (hb : ‖b‖ = 1) :
    |population (toEuclideanLin C) a - population (toEuclideanLin C) b| * ‖⟪a, b⟫_ℂ‖ ≤
      spread (toEuclideanLin C) a + spread (toEuclideanLin C) b := by
  have h := overlap_bound (isSymmetric_toEuclideanLin_iff.mpr hC) ha hb
  have h1 : √(1 - ‖⟪a, b⟫_ℂ‖ ^ 2) ≤ 1 :=
    Real.sqrt_le_iff.mpr ⟨zero_le_one, by nlinarith [sq_nonneg ‖⟪a, b⟫_ℂ‖]⟩
  have h0 : 0 ≤ spread (toEuclideanLin C) a + spread (toEuclideanLin C) b :=
    add_nonneg (norm_nonneg _) (norm_nonneg _)
  exact h.trans (mul_le_of_le_one_right h0 h1)
```

This is the simpler bound for a finite Hermitian matrix. `toEuclideanLin` turns the matrix into an operator on column vectors with the usual norm, and Hermiticity of the matrix becomes symmetry of the operator. The proof bounds the root by 1.

```lean
/-- For a symmetric charge operator and two unit vectors with different populations `p`, `q` and
spreads `s`, `t`, the squared overlap is at most `(s + t)² / ((p - q)² + (s + t)²)`. -/
theorem overlap_sq_le {C : E →ₗ[ℂ] E} (hC : C.IsSymmetric) {a b : E}
    (ha : ‖a‖ = 1) (hb : ‖b‖ = 1) (hpq : population C a ≠ population C b) :
    ‖⟪a, b⟫_ℂ‖ ^ 2 ≤ (spread C a + spread C b) ^ 2 /
      ((population C a - population C b) ^ 2 + (spread C a + spread C b) ^ 2) := by
  have hS : ‖⟪a, b⟫_ℂ‖ ≤ 1 := by
    have h := norm_inner_le_norm (𝕜 := ℂ) a b
    rwa [ha, hb, mul_one] at h
  have hS2 : 0 ≤ 1 - ‖⟪a, b⟫_ℂ‖ ^ 2 := by nlinarith [norm_nonneg ⟪a, b⟫_ℂ]
  have hpos : 0 < (population C a - population C b) ^ 2 :=
    lt_of_le_of_ne (sq_nonneg _) (Ne.symm (pow_ne_zero 2 (sub_ne_zero.mpr hpq)))
  -- square the main inequality and collect the overlap
  have h := pow_le_pow_left₀ (mul_nonneg (abs_nonneg _) (norm_nonneg _))
    (overlap_bound hC ha hb) 2
  rw [mul_pow, mul_pow, sq_abs, Real.sq_sqrt hS2] at h
  rw [le_div_iff₀ (add_pos_of_pos_of_nonneg hpos (sq_nonneg _))]
  linarith
```

The explicit bound follows by squaring. Cauchy–Schwarz gives |S| ≤ 1, so the squared root is 1 − |S|². The denominator is positive because p ≠ q, and after multiplying by it `linarith` collects the terms. The hypothesis `hpq` excludes the case p = q with s + t = 0, in which the fraction would be 0/0.

In electronic-structure work, S enters the two-state eigenvalue problem for charge transfer. For two normalised pure states with different populations, these theorems limit its size from populations and spreads; they say nothing about the Hamiltonian coupling between the states.

## The two-site equality in Lean

```lean
/-- The occupation of the first of two sites, as a matrix. -/
def siteNumber : Matrix (Fin 2) (Fin 2) ℂ := !![1, 0; 0, 0]
```

The matrix is diagonal, with entry 1 for the first site and 0 for the second.

```lean
/-- The two-site vector with real amplitudes `c` and `s`. -/
def twoSite (c s : ℝ) : EuclideanSpace ℂ (Fin 2) := !₂[(c : ℂ), (s : ℂ)]
```

The arguments `c` and `s` are amplitudes. From here on, the letter `s` in the code is not the spread.

```lean
/-- The overlap of two two-site vectors is the sum of the products of their amplitudes. -/
theorem twoSite_inner (c s c' s' : ℝ) :
    ⟪twoSite c s, twoSite c' s'⟫_ℂ = ((c * c' + s * s' : ℝ) : ℂ) := by
  simp [twoSite, PiLp.inner_apply, Fin.sum_univ_two]
  ring
```

Since the amplitudes are real, the overlap is the ordinary dot product.

```lean
/-- A two-site vector with `c² + s² = 1` has norm one, first-site population `c²` and
spread `|c s|`. -/
theorem twoSite_data {c s : ℝ} (h : c ^ 2 + s ^ 2 = 1) :
    ‖twoSite c s‖ = 1 ∧ population (toEuclideanLin siteNumber) (twoSite c s) = c ^ 2 ∧
      spread (toEuclideanLin siteNumber) (twoSite c s) = |c * s| := by
  have hn : ∀ x y : ℝ, ‖twoSite x y‖ = √(x ^ 2 + y ^ 2) := fun x y => by
    simp [twoSite, EuclideanSpace.norm_eq, Fin.sum_univ_two]
  have hact : toEuclideanLin siteNumber (twoSite c s) = twoSite c 0 := by
    have h' : toEuclideanLin siteNumber (twoSite c s) =
        WithLp.toLp 2 (siteNumber *ᵥ ![(c : ℂ), (s : ℂ)]) := rfl
    rw [h']
    ext i
    fin_cases i <;> simp [siteNumber, twoSite, Matrix.mulVec, dotProduct, Fin.sum_univ_two]
  have hp : population (toEuclideanLin siteNumber) (twoSite c s) = c ^ 2 := by
    rw [population, hact, twoSite_inner, Complex.ofReal_re]
    ring
  refine ⟨by rw [hn, h, Real.sqrt_one], hp, ?_⟩
  have hres : twoSite c 0 - ((c ^ 2 : ℝ) : ℂ) • twoSite c s =
      twoSite (c - c ^ 2 * c) (-(c ^ 2 * s)) := by
    ext i
    fin_cases i <;> simp [twoSite]
  rw [spread, hp, hact, hres, hn, ← Real.sqrt_sq_eq_abs]
  congr 1
  linear_combination (-(c ^ 2 * (1 - c ^ 2))) * h
```

For amplitudes with c² + s² = 1, this lemma gives the unit norm, the population c² and the spread |cs|. In the proof, `hact` says that the operator removes the second amplitude, and `hres` writes out the residual. The last line uses the normalisation to reduce the squared length of the residual to (cs)².

```lean
/-- The site occupation is Hermitian, and for two-site states with mixing angles between `0` and
`π/2` the bound of `overlap_bound` is an equality. -/
theorem overlap_bound_sharp {α β : ℝ} (hα : α ∈ Set.Icc 0 (Real.pi / 2))
    (hβ : β ∈ Set.Icc 0 (Real.pi / 2)) :
    let C := toEuclideanLin siteNumber
    let a := twoSite (Real.cos α) (Real.sin α)
    let b := twoSite (Real.cos β) (Real.sin β)
    siteNumber.IsHermitian ∧ |population C a - population C b| * ‖⟪a, b⟫_ℂ‖ =
      (spread C a + spread C b) * √(1 - ‖⟪a, b⟫_ℂ‖ ^ 2) := by
  intro C a b
  refine ⟨by ext i j; fin_cases i <;> fin_cases j <;> simp [siteNumber], ?_⟩
  obtain ⟨-, hpa, hsa⟩ := twoSite_data (Real.cos_sq_add_sin_sq α)
  obtain ⟨-, hpb, hsb⟩ := twoSite_data (Real.cos_sq_add_sin_sq β)
  have pos : ∀ x ∈ Set.Icc 0 (Real.pi / 2), 0 ≤ Real.cos x * Real.sin x := fun x hx =>
    mul_nonneg (Real.cos_nonneg_of_mem_Icc ⟨by linarith [hx.1, Real.pi_pos], hx.2⟩)
      (Real.sin_nonneg_of_nonneg_of_le_pi hx.1 (by linarith [hx.2, Real.pi_pos]))
  have hS : ‖⟪a, b⟫_ℂ‖ = |Real.cos (α - β)| := by
    rw [twoSite_inner, Complex.norm_real, Real.norm_eq_abs, Real.cos_sub]
  -- product formulas for the population difference and the sum of spreads
  have hd : Real.cos α ^ 2 - Real.cos β ^ 2 = -(Real.sin (α + β) * Real.sin (α - β)) := by
    rw [Real.sin_add, Real.sin_sub]
    linear_combination Real.cos α ^ 2 * Real.sin_sq_add_cos_sq β * (-1) +
      Real.cos β ^ 2 * Real.sin_sq_add_cos_sq α
  have hs : Real.cos α * Real.sin α + Real.cos β * Real.sin β =
      Real.sin (α + β) * Real.cos (α - β) := by
    rw [Real.sin_add, Real.cos_sub]
    linear_combination (-(Real.cos α * Real.sin α)) * Real.sin_sq_add_cos_sq β -
      Real.cos β * Real.sin β * Real.sin_sq_add_cos_sq α
  have hsum : |Real.cos α * Real.sin α| + |Real.cos β * Real.sin β| =
      |Real.sin (α + β)| * |Real.cos (α - β)| := by
    rw [← abs_mul, ← hs, abs_of_nonneg (pos α hα), abs_of_nonneg (pos β hβ),
      abs_of_nonneg (add_nonneg (pos α hα) (pos β hβ))]
  rw [hS, hpa, hpb, hsa, hsb, hsum, hd, abs_neg, abs_mul, sq_abs,
    ← Real.abs_sin_eq_sqrt_one_sub_cos_sq]
  ring

end

end DiabaticOverlap
```

The theorem states that the site occupation is Hermitian and that the main inequality is an equality for all angles in the closed interval from 0 to π/2. The facts `hd` and `hs` are the two product formulas derived above. The restriction on the angles enters through `pos`: both products cos α sin α and cos β sin β are nonnegative, so the sum of their absolute values is the absolute value of their sum. The final rewriting replaces √(1 − cos²(α − β)) by |sin(α − β)|, after which the two sides differ only in the order of their factors.

```lean
#print axioms DiabaticOverlap.hermitian_matrix_overlap_bound
-- 'DiabaticOverlap.hermitian_matrix_overlap_bound' depends on axioms: [propext, Classical.choice, Quot.sound]
#print axioms DiabaticOverlap.overlap_sq_le
-- 'DiabaticOverlap.overlap_sq_le' depends on axioms: [propext, Classical.choice, Quot.sound]
#print axioms DiabaticOverlap.overlap_bound_sharp
-- 'DiabaticOverlap.overlap_bound_sharp' depends on axioms: [propext, Classical.choice, Quot.sound]
```
